# Unitarity of a two-port S-matrix forces equal transmission in both directions

## Question

For a unitary 2×2 scattering matrix S = [[r, t'], [t, r']] one has |r| = |r'| and |t| = |t'|, and for t ≠ 0 also r' = −conj(r) t'/conj(t). A lossless two-port therefore cannot transmit in one direction only. How can this be stated and proved in Lean 4 with Mathlib, starting from flux conservation, and does it survive when the leads carry several channels?

## Answer

The claim holds as stated. For several channels per lead it survives as an equality of total transmission probabilities, and it can fail between two ports of a three-port device.

### Modelling choices

An incoming state is a vector `a : n → ℂ` of amplitudes, one per open channel, with finitely many channels. The amplitudes are taken to be flux-normalised, so `flux a` is Σ|aᵢ|² with no velocity factors. The outgoing state is `S *ᵥ a`, and `IsLossless S` says that its flux equals the incoming flux for every a, superpositions included. This is a hypothesis on S. It is not derived from a Hamiltonian, and the model has one fixed energy, a linear map from incoming to outgoing amplitudes, and no evanescent modes.

`sMatrix r t' t r'` takes its arguments in the reading order of the matrix. Index 0 is the left lead and index 1 the right lead, and a column belongs to the port of incidence, so t transmits left to right and t' right to left. Unitarity is membership in `Matrix.unitaryGroup`. For multichannel leads S is `Matrix.fromBlocks r t' t r'` with index types `m` (left, M channels) and `n` (right, N channels), where M and N may differ, and `totalProb A` is Σ|Aᵢⱼ|² over a block. No time-reversal symmetry is assumed anywhere.

### Derivation by hand

**Lossless means unitary.** The outgoing flux is (Sa)†(Sa) = a†S†Sa, so flux conservation reads a†Ka = 0 for all a, with K = S†S − 1. Write B(x, y) = x†Ky. Inserting a = x + y and a = x + iy and dropping B(x, x) = B(y, y) = 0 gives

    B(x, y) + B(y, x) = 0
    i B(x, y) − i B(y, x) = 0

so B(x, y) = 0 for all x, y. The choice x = Ky gives |Ky|² = 0, hence K = 0. Conversely S†S = 1 conserves flux directly.

**Columns.** The entries of S†S = 1 for the two-port are

    |r|² + |t|² = 1
    |t'|² + |r'|² = 1
    conj(r) t' + conj(t) r' = 0

and the fourth entry is the complex conjugate of the third.

**Rows.** For a finite square matrix S†S = 1 implies SS† = 1, so S† = [[conj(r), conj(t)], [conj(t'), conj(r')]] is a unitary two-port as well. Its column sums are

    |r|² + |t'|² = 1
    |t|² + |r'|² = 1

Subtracting these from |r|² + |t|² = 1 gives |t|² = |t'|² and |r|² = |r'|², and moduli are non-negative, so |t| = |t'| and |r| = |r'|. In particular t = 0 exactly when t' = 0. For t ≠ 0, dividing the orthogonality relation by conj(t) gives

    r' = −conj(r) t' / conj(t)

**Converse.** Let t ≠ 0, |r|² + |t|² = 1, |t'| = |t|, and let r' be given by this formula. Then r' conj(t) = −conj(r) t', which is the orthogonality relation. Its modulus is |r'||t| = |r||t'| = |r||t|, so |r'| = |r|, and the second column sum equals the first.

**Several channels.** The diagonal blocks of S†S = 1 and the upper left block of SS† = 1 are

    r†r + t†t = 1 (M×M)
    t'†t' + r'†r' = 1 (N×N)
    rr† + t't'† = 1 (M×M)

Since tr(A†A) = tr(AA†) = Σ|Aᵢⱼ|², the traces give R + T = M, T' + R' = N and R + T' = M, where R, T, R', T' are the total probabilities of r, t, r', t'. Hence T = T'. A sum of squared moduli vanishes only if every entry does, so the block t is zero exactly when t' is.

### The Lean file

```lean
import Mathlib

open Matrix ComplexConjugate
open scoped ComplexOrder

namespace TwoPortScattering

noncomputable section

universe u

/-- Total flux carried by a set of flux-normalised channel amplitudes `a`. -/
def flux {n : Type*} [Fintype n] (a : n → ℂ) : ℝ := ∑ i, ‖a i‖ ^ 2

/-- A scattering matrix is lossless if the outgoing flux equals the incoming flux
for every incoming state. -/
def IsLossless {n : Type*} [Fintype n] (S : Matrix n n ℂ) : Prop :=
  ∀ a : n → ℂ, flux (S *ᵥ a) = flux a

/-- The two-port scattering matrix with amplitudes `r, t` for incidence from the left
and `r', t'` for incidence from the right. -/
def sMatrix (r t' t r' : ℂ) : Matrix (Fin 2) (Fin 2) ℂ := !![r, t'; t, r']

/-- The probabilities `|A i j|²` of a block of the scattering matrix, summed over
incoming channels `j` and outgoing channels `i`. -/
def totalProb {p q : Type*} [Fintype p] [Fintype q] (A : Matrix p q ℂ) : ℝ :=
  ∑ j, ∑ i, ‖A i j‖ ^ 2

/-- The three-port circulator, sending port 0 to 1, port 1 to 2 and port 2 to 0. -/
def circulator : Matrix (Fin 3) (Fin 3) ℂ := !![0, 0, 1; 1, 0, 0; 0, 1, 0]

/-- An amplitude times its conjugate is the probability `|z|²`. -/
theorem conj_mul_self (z : ℂ) : conj z * z = ((‖z‖ ^ 2 : ℝ) : ℂ) := by
  rw [mul_comm, Complex.mul_conj, Complex.normSq_eq_norm_sq]

/-- A complex matrix whose expectation value vanishes in every state is zero. -/
theorem eq_zero_of_expectation_eq_zero {n : Type*} [Fintype n] [DecidableEq n]
    (M : Matrix n n ℂ) (h : ∀ a : n → ℂ, star a ⬝ᵥ M *ᵥ a = 0) : M = 0 := by
  have hI : star Complex.I = -Complex.I := Complex.conj_I
  -- polarization with the superpositions `x + y` and `x + i y`
  have hB : ∀ x y : n → ℂ, star x ⬝ᵥ M *ᵥ y = 0 := by
    intro x y
    have h1 := h (x + y)
    have h2 := h (x + Complex.I • y)
    simp only [star_add, Matrix.mulVec_add, add_dotProduct, dotProduct_add] at h1
    simp only [star_add, star_smul, Matrix.mulVec_add, Matrix.mulVec_smul, add_dotProduct,
      dotProduct_add, smul_dotProduct, dotProduct_smul, smul_eq_mul, hI] at h2
    rw [h x, h y] at h1 h2
    linear_combination (1 / 2) * h1 - (Complex.I / 2) * h2
      + (star x ⬝ᵥ M *ᵥ y - star y ⬝ᵥ M *ᵥ x) / 2 * Complex.I_sq
  have hM : ∀ y : n → ℂ, M *ᵥ y = 0 := fun y =>
    dotProduct_star_self_eq_zero.1 (hB (M *ᵥ y) y)
  ext i j
  have e : (M *ᵥ (Pi.single j 1 : n → ℂ)) i = M i j := by
    show ∑ k, M i k * (Pi.single j 1 : n → ℂ) k = M i j
    simp [Pi.single_apply]
  rw [← e, hM]
  rfl

/-- A scattering matrix with any finite number of channels is lossless if and only if
it is unitary. -/
theorem lossless_iff_unitary {n : Type*} [Fintype n] [DecidableEq n] (S : Matrix n n ℂ) :
    IsLossless S ↔ S ∈ Matrix.unitaryGroup n ℂ := by
  have hf : ∀ a : n → ℂ, (flux a : ℂ) = star a ⬝ᵥ a := by
    intro a
    unfold flux dotProduct
    rw [Complex.ofReal_sum]
    refine Finset.sum_congr rfl fun i _ => ?_
    exact (conj_mul_self (a i)).symm
  -- the outgoing flux is the expectation value of `S† S`
  have hS : ∀ a : n → ℂ, star (S *ᵥ a) ⬝ᵥ (S *ᵥ a) = star a ⬝ᵥ (Sᴴ * S) *ᵥ a := by
    intro a
    rw [Matrix.star_mulVec, ← Matrix.dotProduct_mulVec, Matrix.mulVec_mulVec]
  rw [Matrix.mem_unitaryGroup_iff', Matrix.star_eq_conjTranspose]
  unfold IsLossless
  constructor
  · intro h
    have h0 : Sᴴ * S - 1 = 0 := by
      refine eq_zero_of_expectation_eq_zero _ fun a => ?_
      rw [Matrix.sub_mulVec, Matrix.one_mulVec, dotProduct_sub, ← hS, ← hf (S *ᵥ a), ← hf a,
        h a, sub_self]
    exact sub_eq_zero.1 h0
  · intro h a
    have h0 : (flux (S *ᵥ a) : ℂ) = (flux a : ℂ) := by
      rw [hf (S *ᵥ a), hf a, hS, h, Matrix.one_mulVec]
    exact_mod_cast h0

/-- The adjoint of a two-port matrix conjugates all amplitudes and exchanges the two
transmission amplitudes. -/
theorem star_sMatrix (r t' t r' : ℂ) :
    star (sMatrix r t' t r') = sMatrix (conj r) (conj t) (conj t') (conj r') := by
  ext i j
  fin_cases i <;> fin_cases j <;> rfl

/-- A two-port matrix is unitary if and only if probabilities add to one for incidence from
either side and the two columns are orthogonal. -/
theorem unitary_iff (r t' t r' : ℂ) :
    sMatrix r t' t r' ∈ Matrix.unitaryGroup (Fin 2) ℂ ↔
      ‖r‖ ^ 2 + ‖t‖ ^ 2 = 1 ∧ ‖t'‖ ^ 2 + ‖r'‖ ^ 2 = 1 ∧ conj r * t' + conj t * r' = 0 := by
  rw [Matrix.mem_unitaryGroup_iff', star_sMatrix]
  unfold sMatrix
  rw [Matrix.mul_fin_two, Matrix.one_fin_two]
  constructor
  · intro h
    have h00 : conj r * r + conj t * t = 1 := congrFun (congrFun h 0) 0
    have h11 : conj t' * t' + conj r' * r' = 1 := congrFun (congrFun h 1) 1
    have h01 : conj r * t' + conj t * r' = 0 := congrFun (congrFun h 0) 1
    rw [conj_mul_self r, conj_mul_self t] at h00
    rw [conj_mul_self t', conj_mul_self r'] at h11
    exact ⟨by exact_mod_cast h00, by exact_mod_cast h11, h01⟩
  · rintro ⟨h1, h2, h3⟩
    have e1 : conj r * r + conj t * t = 1 := by
      rw [conj_mul_self r, conj_mul_self t]
      exact_mod_cast h1
    have e2 : conj t' * t' + conj r' * r' = 1 := by
      rw [conj_mul_self t', conj_mul_self r']
      exact_mod_cast h2
    -- the other off-diagonal entry is the conjugate relation
    have e3 : conj t' * r + conj r' * t = 0 := by
      have hc := congrArg (fun z : ℂ => conj z) h3
      simp only [map_add, map_mul, Complex.conj_conj, map_zero] at hc
      linear_combination hc
    rw [e1, e2, e3, h3]

/-- For a unitary two-port `|r| = |r'|` and `|t| = |t'|`, and if `t ≠ 0` then
`r' = -conj r * t' / conj t`. -/
theorem amplitude_relations {r t' t r' : ℂ}
    (h : sMatrix r t' t r' ∈ Matrix.unitaryGroup (Fin 2) ℂ) :
    ‖r‖ = ‖r'‖ ∧ ‖t‖ = ‖t'‖ ∧ (t ≠ 0 → r' = -conj r * t' / conj t) := by
  obtain ⟨c1, _, c3⟩ := (unitary_iff r t' t r').1 h
  -- the adjoint is unitary too, which gives the row sums
  have hstar : star (sMatrix r t' t r') ∈ Matrix.unitaryGroup (Fin 2) ℂ := by
    rw [Matrix.mem_unitaryGroup_iff', star_star, ← Matrix.mem_unitaryGroup_iff]
    exact h
  rw [star_sMatrix, unitary_iff] at hstar
  have r1 : ‖r‖ ^ 2 + ‖t'‖ ^ 2 = 1 := by simpa using hstar.1
  have r2 : ‖t‖ ^ 2 + ‖r'‖ ^ 2 = 1 := by simpa using hstar.2.1
  refine ⟨(sq_eq_sq₀ (norm_nonneg r) (norm_nonneg r')).1 (by linarith),
    (sq_eq_sq₀ (norm_nonneg t) (norm_nonneg t')).1 (by linarith), fun ht => ?_⟩
  -- solve the orthogonality relation for `r'`
  have hc : conj t ≠ 0 := by simpa using ht
  rw [eq_div_iff hc]
  linear_combination c3

/-- For `t ≠ 0` a two-port matrix is unitary if and only if `|r|² + |t|² = 1`, `|t'| = |t|`
and `r' = -conj r * t' / conj t`. -/
theorem unitary_iff_of_transmission_ne_zero {r t' t r' : ℂ} (ht : t ≠ 0) :
    sMatrix r t' t r' ∈ Matrix.unitaryGroup (Fin 2) ℂ ↔
      ‖r‖ ^ 2 + ‖t‖ ^ 2 = 1 ∧ ‖t'‖ = ‖t‖ ∧ r' = -conj r * t' / conj t := by
  constructor
  · intro h
    obtain ⟨_, h2, h3⟩ := amplitude_relations h
    exact ⟨((unitary_iff r t' t r').1 h).1, h2.symm, h3 ht⟩
  · rintro ⟨h1, h2, h3⟩
    have hc : conj t ≠ 0 := by simpa using ht
    have e : r' * conj t = -conj r * t' := (eq_div_iff hc).1 h3
    -- the modulus of this relation gives `|r'| = |r|`
    have hr : ‖r'‖ = ‖r‖ := by
      have hn := congrArg (fun z : ℂ => ‖z‖) e
      simp only [norm_mul, norm_neg, RCLike.norm_conj] at hn
      rw [h2] at hn
      exact mul_right_cancel₀ (norm_ne_zero_iff.2 ht) hn
    refine (unitary_iff r t' t r').2 ⟨h1, ?_, ?_⟩
    · rw [h2, hr]
      linarith
    · linear_combination e

/-- A lossless two-port blocks transmission from the left exactly when it blocks
transmission from the right. -/
theorem no_one_way_transmission {r t' t r' : ℂ} (h : IsLossless (sMatrix r t' t r')) :
    t = 0 ↔ t' = 0 := by
  obtain ⟨_, htt, _⟩ := amplitude_relations ((lossless_iff_unitary _).1 h)
  constructor
  · intro h0
    have hn : ‖t'‖ = 0 := by rw [← htt, h0, norm_zero]
    exact norm_eq_zero.1 hn
  · intro h0
    have hn : ‖t‖ = 0 := by rw [htt, h0, norm_zero]
    exact norm_eq_zero.1 hn

/-- For a lossless scatterer between two multichannel leads the total transmission is the
same in both directions, and reflection plus transmission equals the number of channels
of the lead of incidence. -/
theorem multichannel_sum_rules {m n : Type u} [Fintype m] [Fintype n] [DecidableEq m]
    [DecidableEq n] {r : Matrix m m ℂ} {t' : Matrix m n ℂ} {t : Matrix n m ℂ}
    {r' : Matrix n n ℂ} (h : IsLossless (Matrix.fromBlocks r t' t r')) :
    totalProb t = totalProb t' ∧ totalProb r + totalProb t = Fintype.card m ∧
      totalProb r' + totalProb t' = Fintype.card n := by
  have htr : ∀ {p q : Type u} [Fintype p] [Fintype q] (A : Matrix p q ℂ),
      ((totalProb A : ℝ) : ℂ) = Matrix.trace (Aᴴ * A) := by
    intro p q _ _ A
    unfold totalProb Matrix.trace
    rw [Complex.ofReal_sum]
    refine Finset.sum_congr rfl fun j _ => ?_
    rw [Complex.ofReal_sum, Matrix.diag_apply, Matrix.mul_apply]
    refine Finset.sum_congr rfl fun i _ => ?_
    rw [Matrix.conjTranspose_apply]
    exact (conj_mul_self (A i j)).symm
  have h1 := (lossless_iff_unitary _).1 h
  have h2 := h1
  rw [Matrix.mem_unitaryGroup_iff'] at h1
  rw [Matrix.mem_unitaryGroup_iff] at h2
  -- blocks of `S† S = 1` and `S S† = 1`
  rw [Matrix.star_eq_conjTranspose, Matrix.fromBlocks_conjTranspose,
    Matrix.fromBlocks_multiply, ← Matrix.fromBlocks_one, Matrix.fromBlocks_inj] at h1 h2
  have c1 : Matrix.trace (rᴴ * r) + Matrix.trace (tᴴ * t) = Fintype.card m := by
    rw [← Matrix.trace_add, h1.1, Matrix.trace_one]
  have c2 : Matrix.trace (t'ᴴ * t') + Matrix.trace (r'ᴴ * r') = Fintype.card n := by
    rw [← Matrix.trace_add, h1.2.2.2, Matrix.trace_one]
  have c3 : Matrix.trace (r * rᴴ) + Matrix.trace (t' * t'ᴴ) = Fintype.card m := by
    rw [← Matrix.trace_add, h2.1, Matrix.trace_one]
  -- cyclicity of the trace
  rw [Matrix.trace_mul_comm r rᴴ, Matrix.trace_mul_comm t' t'ᴴ, ← htr r, ← htr t'] at c3
  rw [← htr r, ← htr t] at c1
  rw [← htr t', ← htr r'] at c2
  have e1 : totalProb r + totalProb t = Fintype.card m := by exact_mod_cast c1
  have e2 : totalProb t' + totalProb r' = Fintype.card n := by exact_mod_cast c2
  have e3 : totalProb r + totalProb t' = Fintype.card m := by exact_mod_cast c3
  exact ⟨by linarith, e1, by linarith⟩

/-- For a lossless scatterer between two multichannel leads, one transmission block
vanishes exactly when the other does. -/
theorem multichannel_no_one_way {m n : Type u} [Fintype m] [Fintype n] [DecidableEq m]
    [DecidableEq n] {r : Matrix m m ℂ} {t' : Matrix m n ℂ} {t : Matrix n m ℂ}
    {r' : Matrix n n ℂ} (h : IsLossless (Matrix.fromBlocks r t' t r')) :
    t = 0 ↔ t' = 0 := by
  -- a block vanishes exactly when its total probability does
  have hz : ∀ {p q : Type u} [Fintype p] [Fintype q] (A : Matrix p q ℂ),
      totalProb A = 0 ↔ A = 0 := by
    intro p q _ _ A
    constructor
    · intro h0
      unfold totalProb at h0
      ext i j
      have hn : ∀ j ∈ (Finset.univ : Finset q), 0 ≤ ∑ i, ‖A i j‖ ^ 2 :=
        fun j _ => Finset.sum_nonneg fun i _ => sq_nonneg _
      have hcol : ∑ i, ‖A i j‖ ^ 2 = 0 :=
        (Finset.sum_eq_zero_iff_of_nonneg hn).1 h0 j (Finset.mem_univ j)
      have hn' : ∀ i ∈ (Finset.univ : Finset p), 0 ≤ ‖A i j‖ ^ 2 := fun i _ => sq_nonneg _
      have hij : ‖A i j‖ ^ 2 = 0 :=
        (Finset.sum_eq_zero_iff_of_nonneg hn').1 hcol i (Finset.mem_univ i)
      simpa using hij
    · rintro rfl
      simp [totalProb]
  rw [← hz t, ← hz t', (multichannel_sum_rules h).1]

/-- The two-port with `r = 3/5`, `t' = 4/5`, `t = 4i/5`, `r' = -3i/5` is lossless. -/
theorem lossless_witness :
    IsLossless (sMatrix (3 / 5) (4 / 5) (4 / 5 * Complex.I) (-(3 / 5) * Complex.I)) := by
  rw [lossless_iff_unitary, unitary_iff]
  refine ⟨by norm_num, by norm_num, ?_⟩
  simp only [map_mul, map_div₀, map_ofNat, Complex.conj_I]
  linear_combination (12 / 25) * Complex.I_sq

/-- The three-port circulator is lossless, with amplitude one from port 0 to port 1 and
amplitude zero from port 1 to port 0. -/
theorem circulator_one_way :
    IsLossless circulator ∧ circulator 1 0 = 1 ∧ circulator 0 1 = 0 := by
  refine ⟨?_, by simp [circulator], by simp [circulator]⟩
  rw [lossless_iff_unitary, Matrix.mem_unitaryGroup_iff']
  ext i j
  simp only [Matrix.mul_apply, Fin.sum_univ_three, Matrix.star_apply]
  fin_cases i <;> fin_cases j <;> simp [circulator]

end

end TwoPortScattering
```

```lean
#print axioms TwoPortScattering.unitary_iff_of_transmission_ne_zero
-- 'TwoPortScattering.unitary_iff_of_transmission_ne_zero' depends on axioms: [propext, Classical.choice, Quot.sound]
#print axioms TwoPortScattering.no_one_way_transmission
-- 'TwoPortScattering.no_one_way_transmission' depends on axioms: [propext, Classical.choice, Quot.sound]
#print axioms TwoPortScattering.multichannel_no_one_way
-- 'TwoPortScattering.multichannel_no_one_way' depends on axioms: [propext, Classical.choice, Quot.sound]
#print axioms TwoPortScattering.circulator_one_way
-- 'TwoPortScattering.circulator_one_way' depends on axioms: [propext, Classical.choice, Quot.sound]
```

### What the theorems say and how the proofs follow the derivation

`eq_zero_of_expectation_eq_zero` is the polarization step for an arbitrary complex matrix. `h1` and `h2` are the two superpositions, `linear_combination` solves them for B(x, y), and `hM` makes the choice x = Ky. `lossless_iff_unitary` applies it to `Sᴴ * S - 1`, after `hf` writes the flux as a†a through `conj_mul_self` and `hS` writes the outgoing flux as a†S†Sa. It holds for any finite number of channels.

`unitary_iff` is the list of column conditions, as an equivalence; in the backward direction `e3` supplies the conjugate off-diagonal entry. `amplitude_relations` is the main statement: for a unitary `sMatrix r t' t r'`, the two equalities of moduli and the formula for r' under `t ≠ 0`. Its proof rewrites the adjoint with `star_sMatrix`, applies `unitary_iff` to it to get the row sums `r1` and `r2`, and subtracts them from `c1` by `linarith`. `unitary_iff_of_transmission_ne_zero` adds the converse, with `hr` as the modulus step. `no_one_way_transmission` concludes `t = 0 ↔ t' = 0` from `IsLossless` alone.

`multichannel_sum_rules` states T = T', R + T = M and R' + T' = N. There `htr` identifies `totalProb A` with tr(A†A), `c1`, `c2`, `c3` are the three traces, and `Matrix.trace_mul_comm` turns rr† into r†r and t't'† into t'†t'. `multichannel_no_one_way` combines T = T' with `hz`, which says that a block vanishes exactly when its total probability does.

### Remarks

Equal moduli do not mean equal amplitudes. `lossless_witness` shows that r = 3/5, t' = 4/5, t = 4i/5, r' = −3i/5 is lossless, with partial transmission and t ≠ t'. The formula reproduces it: −(12/25)/(−4i/5) = −3i/5.

Each hypothesis is needed. For S = 1 one has t = 0 and r' = 1, and the formula for r' has no meaning; Lean's division by zero would return 0, so `t ≠ 0` cannot be dropped. Without losslessness, S = [[0, 0], [1, 0]] has t = 1 and t' = 0: it passes everything from the left and absorbs everything from the right. With a third port, `circulator_one_way` gives a lossless matrix with amplitude 1 from port 0 to port 1 and amplitude 0 back. Reading port 0 as the left lead and ports 1 and 2 as a two-channel right lead gives T = T' = 1, which shows that the multichannel equality concerns totals and not individual pairs of channels.

The link to transport is not proved in the file: in the Landauer picture of coherent, non-interacting two-terminal conduction the zero-temperature linear conductance is proportional to T at the Fermi energy. The equality T = T' holds at each energy with or without a magnetic field, so equally occupied leads exchange no net current. In a numerical calculation with flux-normalised amplitudes, all open channels included and no absorbing terms, R + T = M and T = T' are checks on the computed S-matrix.
